# Normalised s-type Gaussians of equal exponent on distinct centres have overlap below one

The declaration `overlap_lt_one` states that exp(−aR²/2) < 1 for real a > 0 and real R ≠ 0. This expression is the overlap of two normalised s-type Gaussians, each proportional to exp(−ar²) about its own centre, with the centres a distance |R| apart. The file takes the closed formula as the definition of `overlap` and does not derive it from an integral. The attempt first shows that aR² is positive, then seeks to conclude by the fact that the exponential of a negative number is less than one.

The first attempt, which Lean rejects:

```lean
import Mathlib

open Filter Topology Matrix MeasureTheory

namespace GaussianOverlapConditioning

noncomputable section

variable {V : Type*} [NormedAddCommGroup V] [InnerProductSpace ℝ V]

/-- The function `exp(-a R²/2)` of the exponent `a` and the distance `R`. -/
def overlap (a R : ℝ) : ℝ := Real.exp (-a * R ^ 2 / 2)

variable [FiniteDimensional ℝ V] [MeasurableSpace V] [BorelSpace V]

/-- At nonzero distance the overlap is strictly smaller than one. -/
theorem overlap_lt_one {a R : ℝ} (ha : 0 < a) (hR : R ≠ 0) : overlap a R < 1 := by
  have h : 0 < a * R ^ 2 := by positivity
  exact Real.exp_lt_one (by linarith)

end

end GaussianOverlapConditioning
```

Compiling this gives:

```
Main.lean:19:8: error(lean.unknownIdentifier): Unknown constant `Real.exp_lt_one`
```

Cause. The message says that Lean knows no constant called `Real.exp_lt_one` in this environment. The proof's last line applies that name as a lemma taking a proof that the exponent is negative, so it fails at the name itself. The message reports no fault in the mathematical argument.

The repair uses `Real.exp_lt_one_iff`, an equivalence between the exponential being less than one and its argument being negative. Its reverse direction, selected by `.2`, turns a proof that the argument is negative into the required bound. Here the argument is `-a * R ^ 2 / 2`, and `linarith` proves it negative from `h : 0 < a * R ^ 2`. Both `h` and the call to `linarith` are unchanged; only the lemma through which they are used is different.

The change, after which it compiles:

```diff
@@ -17,5 +17,5 @@
 theorem overlap_lt_one {a R : ℝ} (ha : 0 < a) (hR : R ≠ 0) : overlap a R < 1 := by
   have h : 0 < a * R ^ 2 := by positivity
-  exact Real.exp_lt_one (by linarith)
+  exact Real.exp_lt_one_iff.2 (by linarith)
 
 end
```
